# Constant local energy and balanced drifts for two opposite unit charges with trial function exp(−μ r)

## The Hamiltonian as a pointwise expression

The Hamiltonian is treated here as a differential expression evaluated at one pair of positions, and not as an operator on a Hilbert space. This suits Monte Carlo sampling, where a walker sits at a definite configuration and the local energy is computed there. The Coulomb energy is undefined where the two particles coincide, and the results on local energies and drifts below assume that they are at different points.

Let the particles have masses m₁, m₂ > 0 and positions x and y in three-dimensional space, with coordinates x_i and y_i for i = 0, 1, 2. Their separation and reduced mass are

r = √(Σ_i (x_i − y_i)²)

μ = m₁ m₂/(m₁ + m₂)

and the Hamiltonian is

H = −∇₁²/(2m₁) − ∇₂²/(2m₂) − 1/r.

The coefficient 1 of the attraction stands for two opposite unit charges in atomic units. The trial function has one real parameter a:

Ψ = exp(−a r).

For a = μ the local energy HΨ/Ψ equals −μ/2 whenever x ≠ y, and the drift velocities v₁ = ∇₁ ln Ψ/m₁ and v₂ = ∇₂ ln Ψ/m₂ satisfy m₁v₁ + m₂v₂ = 0. In importance-sampled diffusion Monte Carlo for this two-particle model, a constant local energy gives all walkers the same branching factor, which makes the model a convenient check of a code.

## The Laplacian of exp(−a r)

Only one term of r² depends on x_i, so

∂r/∂x_i = (x_i − y_i)/r.

The chain rule gives the first derivative of the trial function:

∂Ψ/∂x_i = −a (x_i − y_i)/r · Ψ.

For the second derivative, the quotient rule gives

∂/∂x_i [(x_i − y_i)/r] = 1/r − (x_i − y_i)²/r³

and the product rule then yields

∂²Ψ/∂x_i² = [a² (x_i − y_i)²/r² − a/r + a (x_i − y_i)²/r³] Ψ.

Summing over the three coordinates replaces Σ_i (x_i − y_i)² by r², and the middle term appears three times:

∇₁²Ψ = (a² − 3a/r + a/r) Ψ = (a² − 2a/r) Ψ.

Since r does not change when the particles are exchanged, ∇₂²Ψ has the same value.

## The local energy and the exponent that makes it constant

The kinetic terms combine through 1/m₁ + 1/m₂ = 1/μ:

HΨ/Ψ = −(a² − 2a/r)/(2μ) − 1/r = −a²/(2μ) + (a/μ − 1)/r.

At a = μ the 1/r term vanishes and −μ/2 remains.

Conversely, suppose that the local energy has the same value at all distinct positions. Comparing r = 1 with r = 2 gives

a/μ − 1 = (a/μ − 1)/2,

so a/μ = 1. Within this one-parameter family, a = μ is therefore the only exponent with constant local energy.

## Equal and opposite mass-weighted drifts

Since ln Ψ = −a r, the drifts obey

m₁ v₁,i = −a (x_i − y_i)/r

m₂ v₂,i = −a (y_i − x_i)/r.

These add to zero in each coordinate. Squaring the first line and summing gives

m₁² |v₁|² = a² Σ_i (x_i − y_i)²/r² = a².

The drift speed is thus |a|/m₁ at every separation r > 0. For a ≠ 0, only the direction of the drift depends on the configuration.

## Reading the definitions and theorems

A position is a `Pos`, that is, a function from the three coordinate labels to the real numbers. The Euclidean distance is written out explicitly as `sep`. The partial derivative `partialD i` varies coordinate i alone, with `update x i t` denoting x with that coordinate set to t, and `laplacian` sums the three second partial derivatives. The definitions `hamiltonian` and `localEnergy` accept any real function of two positions, while `trial a` is the exponential above.

The main theorem, `localEnergy_and_drift_balance`, assumes positive masses and `x ≠ y`. Its first part is the value −μ/2. Its second part is the vector equation for the drifts, with `•` multiplying a vector by a mass. Three further results surround it:

- `localEnergy_trial` gives the local energy for every real a.
- `localEnergy_constant_iff` says that some number E equals the local energy at all distinct positions exactly when a = μ.
- `drift_speed` gives m²|v|² = a² for the particle in the first argument, for any nonzero m.

The theorems make no claim about self-adjointness, the spectrum or a ground state. Nor do they address normalisation: exp(−μ r) does not confine the centre of mass, so it is not square-integrable over the positions of both particles. The sampling algorithm itself, with its time step and its treatment of coalescence, is not modelled.

## The Lean file

```lean
import Mathlib

open Function
open scoped Topology

namespace TwoBodyCoulombSampling

noncomputable section

/-- The position of a particle in three-dimensional space. -/
abbrev Pos := Fin 3 → ℝ

/-- The Euclidean distance between two particles. -/
def sep (x y : Pos) : ℝ := √(∑ i, (x i - y i) ^ 2)

/-- The partial derivative along coordinate `i`, for functions differentiable along it. -/
def partialD (i : Fin 3) (f : Pos → ℝ) (x : Pos) : ℝ :=
  deriv (fun t => f (update x i t)) (x i)

/-- The Laplacian, as the sum of the second partial derivatives. -/
def laplacian (f : Pos → ℝ) (x : Pos) : ℝ := ∑ i, partialD i (partialD i f) x

/-- The Hamiltonian of two particles with unit Coulomb attraction, for nonzero masses and
distinct positions. -/
def hamiltonian (m₁ m₂ : ℝ) (Ψ : Pos → Pos → ℝ) (x y : Pos) : ℝ :=
  -laplacian (fun x' => Ψ x' y) x / (2 * m₁)
    - laplacian (fun y' => Ψ x y') y / (2 * m₂) - Ψ x y / sep x y

/-- The local energy `HΨ/Ψ`, for distinct positions at which `Ψ` does not vanish. -/
def localEnergy (m₁ m₂ : ℝ) (Ψ : Pos → Pos → ℝ) (x y : Pos) : ℝ :=
  hamiltonian m₁ m₂ Ψ x y / Ψ x y

/-- The drift velocity `∇ ln f / m`, for nonzero mass and positive differentiable `f`. -/
def drift (m : ℝ) (f : Pos → ℝ) (x : Pos) : Pos :=
  fun i => partialD i (fun x' => Real.log (f x')) x / m

/-- The reduced mass of two particles with nonzero total mass. -/
def reducedMass (m₁ m₂ : ℝ) : ℝ := m₁ * m₂ / (m₁ + m₂)

/-- The exponential trial function with exponent `a`. -/
def trial (a : ℝ) (x y : Pos) : ℝ := Real.exp (-(a * sep x y))

/-- Particles at different positions have positive separation. -/
theorem sep_pos {x y : Pos} (h : x ≠ y) : 0 < sep x y := by
  obtain ⟨i, hi⟩ := Function.ne_iff.1 h
  exact Real.sqrt_pos.2 (Finset.sum_pos' (fun j _ => sq_nonneg _)
    ⟨i, Finset.mem_univ i,
      (sq_nonneg _).lt_of_ne' (pow_ne_zero 2 (sub_ne_zero.2 hi))⟩)

/-- The separation is unchanged when the particles are exchanged. -/
theorem sep_comm (x y : Pos) : sep x y = sep y x :=
  congrArg Real.sqrt (Finset.sum_congr rfl fun i _ => by ring)

/-- Away from coalescence, the partial derivative of the separation along coordinate `i` of the
first particle is `(x i - y i) / sep x y`. -/
theorem hasDerivAt_sep {x y : Pos} (h : x ≠ y) (i : Fin 3) :
    HasDerivAt (fun t => sep (update x i t) y) ((x i - y i) / sep x y) (x i) := by
  have hr := sep_pos h
  have hsq : sep x y ^ 2 = ∑ j, (x j - y j) ^ 2 :=
    Real.sq_sqrt (Finset.sum_nonneg fun j _ => sq_nonneg _)
  -- only one term of the squared distance depends on the moving coordinate
  have hsum : ∀ t, ∑ j, (update x i t j - y j) ^ 2
      = (t - y i) ^ 2 + (sep x y ^ 2 - (x i - y i) ^ 2) := by
    intro t
    rw [hsq]
    fin_cases i <;> simp [Fin.sum_univ_three, Function.update_apply] <;> ring
  have hp : HasDerivAt (fun t : ℝ => (t - y i) ^ 2 + (sep x y ^ 2 - (x i - y i) ^ 2))
      (2 * (x i - y i)) (x i) :=
    ((((hasDerivAt_id' (x i)).sub_const (y i)).fun_pow 2).add_const
      (sep x y ^ 2 - (x i - y i) ^ 2)).congr_deriv (by norm_num)
  have hv : (x i - y i) ^ 2 + (sep x y ^ 2 - (x i - y i) ^ 2) = sep x y ^ 2 := by ring
  have hs := hp.sqrt (by simp only [hv]; exact (pow_pos hr 2).ne')
  simp only [hv, Real.sqrt_sq hr.le] at hs
  have hf : (fun t => sep (update x i t) y)
      = fun t => √((t - y i) ^ 2 + (sep x y ^ 2 - (x i - y i) ^ 2)) :=
    funext fun t => congrArg Real.sqrt (hsum t)
  rw [hf]
  exact hs.congr_deriv (mul_div_mul_left _ _ two_ne_zero)

/-- The first partial derivatives of the trial function away from coalescence. -/
theorem hasDerivAt_trial (a : ℝ) {x y : Pos} (h : x ≠ y) (i : Fin 3) :
    HasDerivAt (fun t => trial a (update x i t) y)
      (-(a * ((x i - y i) / sep x y)) * trial a x y) (x i) := by
  have h1 := ((hasDerivAt_sep h i).const_mul a).fun_neg.exp
  simp only [Function.update_eq_self] at h1
  exact h1.congr_deriv (by simp only [trial]; ring)

/-- The second partial derivatives of the trial function away from coalescence. -/
theorem hasDerivAt_partialD_trial (a : ℝ) {x y : Pos} (h : x ≠ y) (i : Fin 3) :
    HasDerivAt (fun t => partialD i (fun x' => trial a x' y) (update x i t))
      ((a ^ 2 * (x i - y i) ^ 2 / sep x y ^ 2 - a / sep x y
        + a * (x i - y i) ^ 2 / sep x y ^ 3) * trial a x y) (x i) := by
  have hr := (sep_pos h).ne'
  have hr' : sep (update x i (x i)) y ≠ 0 := by rwa [Function.update_eq_self]
  have hd := ((((hasDerivAt_id' (x i)).sub_const (y i)).fun_div
    (hasDerivAt_sep h i) hr').const_mul a).fun_neg.fun_mul (hasDerivAt_trial a h i)
  simp only [Function.update_eq_self] at hd
  -- small displacements do not reach the coalescence point
  have hne : ∀ᶠ t in 𝓝 (x i), sep (update x i t) y ≠ 0 :=
    (hasDerivAt_sep h i).continuousAt.eventually_ne hr'
  refine (hd.congr_of_eventuallyEq ?_).congr_deriv ?_
  · filter_upwards [hne] with t ht
    have hxy : update x i t ≠ y := fun he => ht (by rw [he]; simp [sep])
    have h2 := (hasDerivAt_trial a hxy i).deriv
    simpa only [partialD, Function.update_self, Function.update_idem] using h2
  · field_simp
    ring

/-- Away from coalescence, the Laplacian of the trial function with respect to the first particle's
position. -/
theorem laplacian_trial (a : ℝ) {x y : Pos} (h : x ≠ y) :
    laplacian (fun x' => trial a x' y) x
      = (a ^ 2 - 2 * a / sep x y) * trial a x y := by
  have hr := (sep_pos h).ne'
  have hs : sep x y ^ 2 = ∑ j, (x j - y j) ^ 2 :=
    Real.sq_sqrt (Finset.sum_nonneg fun j _ => sq_nonneg _)
  rw [Fin.sum_univ_three] at hs
  have h2 : (x 2 - y 2) ^ 2 = sep x y ^ 2 - (x 0 - y 0) ^ 2 - (x 1 - y 1) ^ 2 := by
    linarith
  have hd : ∀ i, partialD i (partialD i (fun x' => trial a x' y)) x = _ :=
    fun i => (hasDerivAt_partialD_trial a h i).deriv
  rw [laplacian, Fin.sum_univ_three, hd, hd, hd, h2]
  field_simp
  ring

/-- The local energy of the exponential trial function for any exponent `a`. -/
theorem localEnergy_trial (a : ℝ) {m₁ m₂ : ℝ} (hm₁ : 0 < m₁) (hm₂ : 0 < m₂)
    {x y : Pos} (h : x ≠ y) :
    localEnergy m₁ m₂ (trial a) x y = -a ^ 2 / (2 * reducedMass m₁ m₂)
      + (a / reducedMass m₁ m₂ - 1) / sep x y := by
  have hr := (sep_pos h).ne'
  have hT : trial a x y ≠ 0 := (Real.exp_pos _).ne'
  have hM : m₁ + m₂ ≠ 0 := (add_pos hm₁ hm₂).ne'
  -- exchange symmetry gives the Laplacian for the second particle
  have h2 : laplacian (fun y' => trial a x y') y
      = (a ^ 2 - 2 * a / sep x y) * trial a x y := by
    have hc : ∀ u v, trial a u v = trial a v u := fun u v => by
      simp only [trial]
      rw [sep_comm u v]
    have he : (fun y' => trial a x y') = fun y' => trial a y' x := funext fun y' => hc x y'
    rw [he, laplacian_trial a h.symm, sep_comm y x, hc y x]
  rw [localEnergy, hamiltonian, laplacian_trial a h, h2, reducedMass]
  field_simp
  ring

/-- With the reduced mass as exponent, the local energy is `-μ/2` at all distinct positions,
and the mass-weighted drift velocities of the two particles sum to zero. -/
theorem localEnergy_and_drift_balance {m₁ m₂ : ℝ} (hm₁ : 0 < m₁) (hm₂ : 0 < m₂)
    {x y : Pos} (h : x ≠ y) :
    localEnergy m₁ m₂ (trial (reducedMass m₁ m₂)) x y = -reducedMass m₁ m₂ / 2 ∧
    m₁ • drift m₁ (fun x' => trial (reducedMass m₁ m₂) x' y) x
      + m₂ • drift m₂ (fun y' => trial (reducedMass m₁ m₂) x y') y = 0 := by
  have hμ : reducedMass m₁ m₂ ≠ 0 := (div_pos (mul_pos hm₁ hm₂) (add_pos hm₁ hm₂)).ne'
  constructor
  · rw [localEnergy_trial _ hm₁ hm₂ h, div_self hμ, sub_self, zero_div, add_zero]
    field_simp
  · generalize reducedMass m₁ m₂ = a
    have hv : ∀ {u v : Pos}, u ≠ v → ∀ i,
        partialD i (fun u' => Real.log (trial a u' v)) u
          = -(a * ((u i - v i) / sep u v)) := fun huv i => by
      simp only [partialD, trial, Real.log_exp]
      exact ((hasDerivAt_sep huv i).const_mul a).fun_neg.deriv
    have he : (fun y' => Real.log (trial a x y')) = fun y' => Real.log (trial a y' x) :=
      funext fun y' => by
        simp only [trial]
        rw [sep_comm x y']
    have hc : ∀ m c : ℝ, m ≠ 0 → m * (c / m) = c := fun m c hm => by field_simp
    funext i
    change m₁ * (partialD i (fun x' => Real.log (trial a x' y)) x / m₁)
      + m₂ * (partialD i (fun y' => Real.log (trial a x y')) y / m₂) = 0
    rw [hc _ _ hm₁.ne', hc _ _ hm₂.ne', he, hv h i, hv h.symm i, sep_comm y x]
    ring

/-- The local energy is constant over all distinct positions exactly when the exponent
is the reduced mass. -/
theorem localEnergy_constant_iff (a : ℝ) {m₁ m₂ : ℝ} (hm₁ : 0 < m₁) (hm₂ : 0 < m₂) :
    (∃ E, ∀ x y, x ≠ y → localEnergy m₁ m₂ (trial a) x y = E)
      ↔ a = reducedMass m₁ m₂ := by
  constructor
  · rintro ⟨E, hE⟩
    have hμ : reducedMass m₁ m₂ ≠ 0 := (div_pos (mul_pos hm₁ hm₂) (add_pos hm₁ hm₂)).ne'
    -- compare the local energies at separations one and two
    have n1 : (![1, 0, 0] : Pos) ≠ 0 := fun h => by simpa using congrFun h 0
    have n2 : (![2, 0, 0] : Pos) ≠ 0 := fun h => by simpa using congrFun h 0
    have s1 : sep ![1, 0, 0] 0 = 1 := by simp [sep, Fin.sum_univ_three]
    have s2 : sep ![2, 0, 0] 0 = 2 := by simp [sep, Fin.sum_univ_three]
    have e1 := hE _ _ n1
    have e2 := hE _ _ n2
    rw [localEnergy_trial a hm₁ hm₂ n1, s1] at e1
    rw [localEnergy_trial a hm₁ hm₂ n2, s2] at e2
    have hq : a / reducedMass m₁ m₂ = 1 := by linarith
    exact (div_eq_one_iff_eq hμ).1 hq
  · rintro rfl
    exact ⟨_, fun x y h => (localEnergy_and_drift_balance hm₁ hm₂ h).1⟩

/-- Away from coalescence, the squared drift speed times the squared mass is `a²`. -/
theorem drift_speed (a : ℝ) {m : ℝ} (hm : m ≠ 0) {x y : Pos} (h : x ≠ y) :
    m ^ 2 * ∑ i, drift m (fun x' => trial a x' y) x i ^ 2 = a ^ 2 := by
  have hr := (sep_pos h).ne'
  have hs : ∑ j, (x j - y j) ^ 2 = sep x y ^ 2 :=
    (Real.sq_sqrt (Finset.sum_nonneg fun j _ => sq_nonneg _)).symm
  have hv : ∀ i, drift m (fun x' => trial a x' y) x i
      = -(a * ((x i - y i) / sep x y)) / m := fun i => by
    simp only [drift, partialD, trial, Real.log_exp]
    rw [((hasDerivAt_sep h i).const_mul a).fun_neg.deriv]
  have key : m ^ 2 * ∑ i, drift m (fun x' => trial a x' y) x i ^ 2
      = a ^ 2 / sep x y ^ 2 * ∑ i, (x i - y i) ^ 2 := by
    rw [Finset.mul_sum, Finset.mul_sum]
    refine Finset.sum_congr rfl fun i _ => ?_
    rw [hv, neg_div, neg_sq]
    field_simp
  rw [key, hs]
  field_simp

end

end TwoBodyCoulombSampling
```

```lean
#print axioms TwoBodyCoulombSampling.localEnergy_and_drift_balance
-- 'TwoBodyCoulombSampling.localEnergy_and_drift_balance' depends on axioms: [propext, Classical.choice, Quot.sound]
#print axioms TwoBodyCoulombSampling.localEnergy_constant_iff
-- 'TwoBodyCoulombSampling.localEnergy_constant_iff' depends on axioms: [propext, Classical.choice, Quot.sound]
#print axioms TwoBodyCoulombSampling.drift_speed
-- 'TwoBodyCoulombSampling.drift_speed' depends on axioms: [propext, Classical.choice, Quot.sound]
```

## Derivatives of the separation and of the trial function

Lean's `deriv` returns 0 where no derivative exists, so the proofs first establish `HasDerivAt`, which states that a derivative exists and has the given value.

In `hasDerivAt_sep`, the step `hsum` rewrites the squared distance along a coordinate line as (t − y_i)² plus a constant. The chain rule for the square root then gives the derivative, and the common factor 2 cancels. The lemma `sep_pos` ensures that the root is taken of a positive number. From here `hasDerivAt_trial` needs only the chain rule for the exponential.

The second derivative requires more care. Differentiating the formula for ∂Ψ/∂x_i is justified when that formula holds for all nearby values of the coordinate; agreement at the point alone would not be enough. In `hasDerivAt_partialD_trial`, the step `hne` supplies this: the separation is continuous and nonzero at the point, so it stays nonzero close by. `congr_of_eventuallyEq` then transfers the derivative from the explicit formula to `partialD`. The product and quotient rules are those of the derivation above, and `field_simp` and `ring` bring the result to the stated form.

## From the Laplacian to the local energy

`laplacian_trial` adds the three second derivatives. It uses the definition of r² to eliminate (x₂ − y₂)², where the subscript is the coordinate label, after which the sum simplifies to (a² − 2a/r)Ψ.

In `localEnergy_trial`, the second particle's Laplacian follows from the first by exchange, using `sep_comm`. Ψ is an exponential and hence nonzero, so it can be divided out. The final algebra combines the two inverse masses into 1/μ.

The energy half of the main theorem substitutes a = μ, and `div_self` turns μ/μ into 1, which removes the 1/r term. For the drift half, the proof replaces μ by an arbitrary a, since the cancellation does not depend on its value. `Real.log_exp` reduces ln Ψ to −a r, the local statement `hv` supplies its gradient for either particle, and `ring` adds the two opposite components.

## The converse and the drift speed

For the forward direction of `localEnergy_constant_iff`, the second particle is placed at the origin and the first at (1, 0, 0) and then at (2, 0, 0). The assumed constant E gives two equations, from which `linarith` obtains a/μ = 1. The reverse direction takes its constant from the main theorem.

`drift_speed` inserts the explicit drift components and moves the factor m² inside the sum, where it cancels the squared mass in the denominator. What is left is a²/r² times Σ_i (x_i − y_i)², which equals a².
